# The two energies of a pair of overlapping states with equal diagonal energies and complex coupling

The theorem `complex_energies` concerns a two-state problem H c = E S c in which both basis states are normalised and have the same real diagonal energy e, with complex coupling w and complex overlap s, |s| < 1. It states that a complex number E solves this problem for some nonzero c exactly when E is the band centre (e − Re(w s*))/(1 − |s|²) plus or minus the half-gap, which is √(Re((w − e s)s*)² + (1 − |s|²)|w − e s|²)/(1 − |s|²). The proof starts from the secular equation, already proved, and writes its polynomial as 1 − |s|² times two factors linear in E, one for each energy. Since 1 − |s|² is not zero, one of the linear factors must vanish.

As first written in Lean, the proof fails:

```lean
import Mathlib

open Matrix ComplexConjugate

namespace TwoPlaneWave

noncomputable section

/-- The Hermitian two-wave matrix with equal real diagonal entries `a` and off-diagonal
entry `b`; it serves both as Hamiltonian and, with `a = 1`, as overlap matrix. -/
def twoWave (a : ℝ) (b : ℂ) : Matrix (Fin 2) (Fin 2) ℂ :=
  !![(a : ℂ), b; conj b, (a : ℂ)]

/-- `E` is a generalized eigenvalue of `H` with overlap `S`: the equation `H c = E S c`
has a nonzero solution `c`. -/
def IsGenEigenvalue (H S : Matrix (Fin 2) (Fin 2) ℂ) (E : ℂ) : Prop :=
  ∃ c : Fin 2 → ℂ, c ≠ 0 ∧ H *ᵥ c = E • (S *ᵥ c)

/-- The midpoint of the two energies for complex coupling `w` and overlap `s`, with
`‖s‖ < 1`. -/
def bandCentre (e : ℝ) (w s : ℂ) : ℝ :=
  (e - (w * conj s).re) / (1 - ‖s‖ ^ 2)

/-- The quantity under the square root in the half-gap. -/
def radicand (e : ℝ) (w s : ℂ) : ℝ :=
  ((w - e * s) * conj s).re ^ 2 + (1 - ‖s‖ ^ 2) * ‖w - e * s‖ ^ 2

/-- Half the distance between the two energies for complex coupling `w` and overlap `s`,
with `‖s‖ < 1`. -/
def halfGap (e : ℝ) (w s : ℂ) : ℝ :=
  √(radicand e w s) / (1 - ‖s‖ ^ 2)

/-- Secular equation: `E` is a generalized eigenvalue of the two-wave problem exactly when
`(e - E)² = (w - E s)(w* - E s*)`. -/
theorem secular_equation (e : ℝ) (w s E : ℂ) :
    IsGenEigenvalue (twoWave e w) (twoWave 1 s) E ↔
      ((e : ℂ) - E) ^ 2 = (w - E * s) * (conj w - E * conj s) := by
  have hdet : (twoWave e w - E • twoWave 1 s).det =
      ((e : ℂ) - E) ^ 2 - (w - E * s) * (conj w - E * conj s) := by
    simp [twoWave, Matrix.det_fin_two]
    ring
  rw [← sub_eq_zero, ← hdet, ← Matrix.exists_mulVec_eq_zero_iff]
  unfold IsGenEigenvalue
  simp only [Matrix.sub_mulVec, Matrix.smul_mulVec, sub_eq_zero]

/-- For complex coupling and overlap with `‖s‖ < 1`, the generalized eigenvalues are exactly
the band centre plus and minus the half-gap. -/
theorem complex_energies (e : ℝ) (w s E : ℂ) (hs : ‖s‖ < 1) :
    IsGenEigenvalue (twoWave e w) (twoWave 1 s) E ↔
      E = bandCentre e w s + halfGap e w s ∨ E = bandCentre e w s - halfGap e w s := by
  have hN : 0 < 1 - ‖s‖ ^ 2 := by nlinarith [norm_nonneg s]
  have hD : 0 ≤ radicand e w s :=
    add_nonneg (sq_nonneg _) (mul_nonneg hN.le (sq_nonneg _))
  have hid : (e - (w * conj s).re) ^ 2 - radicand e w s =
      (1 - ‖s‖ ^ 2) * (e ^ 2 - ‖w‖ ^ 2) := by
    simp only [radicand, Complex.sq_norm, Complex.normSq_apply, Complex.sub_re,
      Complex.sub_im, Complex.mul_re, Complex.mul_im, Complex.ofReal_re, Complex.ofReal_im,
      Complex.conj_re, Complex.conj_im]
    ring
  -- sum and product of the two roots
  have r4 : (1 - ‖s‖ ^ 2) * bandCentre e w s = e - (w * conj s).re :=
    mul_div_cancel₀ _ hN.ne'
  have r5 : (1 - ‖s‖ ^ 2) * (bandCentre e w s ^ 2 - halfGap e w s ^ 2) =
      e ^ 2 - ‖w‖ ^ 2 := by
    rw [bandCentre, halfGap, div_pow, div_pow, Real.sq_sqrt hD, ← sub_div, hid]
    field_simp
  have h1 : s * conj s = (‖s‖ : ℂ) ^ 2 := by
    rw [Complex.mul_conj, Complex.normSq_eq_norm_sq, Complex.ofReal_pow]
  have h3 : w * conj w = (‖w‖ : ℂ) ^ 2 := by
    rw [Complex.mul_conj, Complex.normSq_eq_norm_sq, Complex.ofReal_pow]
  have h2 := Complex.add_conj (w * conj s)
  simp only [map_mul, Complex.conj_conj, Complex.ofReal_mul, Complex.ofReal_ofNat] at h2
  have h4 : (1 - (‖s‖ : ℂ) ^ 2) * (bandCentre e w s : ℂ) =
      (e : ℂ) - ((w * conj s).re : ℂ) := by exact_mod_cast r4
  have h5 : (1 - (‖s‖ : ℂ) ^ 2) * ((bandCentre e w s : ℂ) ^ 2 - (halfGap e w s : ℂ) ^ 2) =
      (e : ℂ) ^ 2 - (‖w‖ : ℂ) ^ 2 := by exact_mod_cast r5
  have hNC : (1 - (‖s‖ : ℂ) ^ 2) ≠ 0 := by exact_mod_cast hN.ne'
  -- the secular polynomial factorises over the two energies
  have key : ((e : ℂ) - E) ^ 2 - (w - E * s) * (conj w - E * conj s) =
      (1 - (‖s‖ : ℂ) ^ 2) * ((E - (bandCentre e w s + halfGap e w s)) *
        (E - (bandCentre e w s - halfGap e w s))) := by
    linear_combination (-E ^ 2) * h1 + E * h2 - h3 + 2 * E * h4 - h5
  rw [secular_equation, ← sub_eq_zero, key, mul_eq_zero, mul_eq_zero, sub_eq_zero,
    sub_eq_zero]
  exact or_iff_right hNC

end

end TwoPlaneWave
```

The error:

```
Main.lean:85:2: error: Type mismatch
  or_iff_right hNC
has type
  1 - ↑‖s‖ ^ 2 = 0 ∨ ?m.773 ↔ ?m.773
but is expected to have type
  1 = ↑‖s‖ ^ 2 ∨ E = ↑(bandCentre e w s) + ↑(halfGap e w s) ∨ E - (↑(bandCentre e w s) - ↑(halfGap e w s)) = 0 ↔
    E = ↑(bandCentre e w s) + ↑(halfGap e w s) ∨ E = ↑(bandCentre e w s) - ↑(halfGap e w s)
```

What went wrong. The error is in the last step, after the factorisation `key` has been used. The two `mul_eq_zero` rewrites leave three alternatives, each of the form "a factor is zero": first `1 - ↑‖s‖ ^ 2`, then the two factors linear in `E`. The two `sub_eq_zero` rewrites were meant for the linear factors, but `rw` takes the first match, and `1 - ↑‖s‖ ^ 2 = 0` is also a difference equal to zero. It became `1 = ↑‖s‖ ^ 2`, the second rewrite went to the plus energy, and the minus energy was left as a difference. The message shows this goal, which `or_iff_right hNC` does not fit: `hNC` denies `1 - ↑‖s‖ ^ 2 = 0` in that form, and the last alternative also differs from the right-hand side.

The repair rewrites with `or_iff_right hNC` straight after the first `mul_eq_zero`, while the first alternative still has the form that `hNC` denies. That alternative disappears, the second `mul_eq_zero` splits the remaining product, and the two `sub_eq_zero` rewrites turn the linear factors into the two energies. Both sides are then identical and `rw` closes the goal, so the `exact` line is dropped. The reworded comment is mere tidying.

After these edits no error is left:

```diff
@@ -58,5 +58,5 @@
       Complex.conj_re, Complex.conj_im]
     ring
-  -- sum and product of the two roots
+  -- midpoint and product of the two roots, each multiplied by `1 - ‖s‖ ^ 2`
   have r4 : (1 - ‖s‖ ^ 2) * bandCentre e w s = e - (w * conj s).re :=
     mul_div_cancel₀ _ hN.ne'
@@ -81,7 +81,6 @@
         (E - (bandCentre e w s - halfGap e w s))) := by
     linear_combination (-E ^ 2) * h1 + E * h2 - h3 + 2 * E * h4 - h5
-  rw [secular_equation, ← sub_eq_zero, key, mul_eq_zero, mul_eq_zero, sub_eq_zero,
-    sub_eq_zero]
-  exact or_iff_right hNC
+  rw [secular_equation, ← sub_eq_zero, key, mul_eq_zero, or_iff_right hNC, mul_eq_zero,
+    sub_eq_zero, sub_eq_zero]
 
 end
```
